# In a $p_x, p_y$ pair, a doubly occupied orbital repels itself least when it is $p_x \pm i p_y$

Two electrons of opposite spin share one spatial orbital built from degenerate $p_x$ and $p_y$. Every normalised combination $a\,p_x + b\,p_y$ has the same one-electron energy, so the Coulomb repulsion within the pair decides which is lowest. Are real coefficients good enough?

## Repulsion and the overlap with the time reverse

Let a shell of real orthonormal orbitals have the integrals $(ii|ii)=J$ and, for $i\neq j$, $(ii|jj)=J-2K$ and $(ij|ij)=K$. Here $(ij|kl)$ is the Coulomb interaction of the density $\phi_i\phi_j$ with the density $\phi_k\phi_l$, where $\phi_i$ are the orbitals of the shell. Integrals that are not related to these by permuting indices are taken to vanish, as they do in a p shell. All of this is contained in

$$(ij|kl)=(J-2K)\,\delta_{ij}\delta_{kl}+K(\delta_{ik}\delta_{jl}+\delta_{il}\delta_{jk}).$$

The value $J-2K$ expresses the rotational symmetry of a p shell. The exchange integral $K$ is twice the electrostatic self-energy of the density $\phi_i\phi_j$, which is why it is taken positive.

An orbital with coefficients $c_i$ has self-repulsion $E=\sum_{ijkl}\bar c_i c_j\bar c_k c_l\,(ij|kl)$. Write $N=\sum_i|c_i|^2$ and $T=\sum_i c_i^2$. Spatial time reversal conjugates the coefficients, so $T$ is the overlap of the time-reversed orbital with the orbital itself. The three delta products contract to $N^2$, $|T|^2$ and $N^2$, which gives

$$E=(J-2K)N^2+K(|T|^2+N^2)=(J-K)N^2+K|T|^2.$$

For $N=1$ this is at least $J-K$, with equality exactly when $T=0$.

For the upper bound, expand

$$\sum_i|\bar c_i-\bar T c_i|^2=1-2|T|^2+|T|^2=1-|T|^2 .$$

Hence $|T|\le1$ and $E\le J$. If $E=J$, then $|T|=1$ and every term vanishes, so $\bar c_i=\bar T c_i$. Conversely, if $\bar c_i=u c_i$ with $|u|=1$, then $1=\sum_i\bar c_i c_i=uT$, so $|T|=1$. These are the orbitals that are real up to an overall phase.

For two orbitals $T=a^2+b^2$. With $z=\bar a b$ and $\mathrm{Re}(z^2)=2(\mathrm{Re}\,z)^2-|z|^2$,

$$|T|^2=|a|^4+|b|^4-2|a|^2|b|^2+4(\mathrm{Re}\,\bar a b)^2 .$$

Inserting this, with $N^2=(|a|^2+|b|^2)^2$, gives

$$E=J(|a|^4+|b|^4)+2(J-2K)|a|^2|b|^2+4K(\mathrm{Re}\,\bar a b)^2 .$$

Since $T=(b-ia)(b+ia)$, the minimum occurs exactly at $b=\pm ia$.

Take $J=20$, $K=1$ in arbitrary units. The orbital $p_x$ gives $20$. The real mixture $a=b=1/\sqrt2$ gives $10+9+1=20$ again. For $a=1/\sqrt2$, $b=i/\sqrt2$ the last term vanishes, leaving $19=J-K$.

## The shell and its integrals in Lean

The finite type `n` labels the orbitals of the shell.

```lean
import Mathlib

open ComplexConjugate

namespace ComplexOrbitalRepulsion

noncomputable section

variable {n : Type*} [Fintype n]
```

The overlap is conjugate-linear in its first argument.

```lean
/-- The overlap of two orbitals given by their coefficients in an orthonormal real shell. -/
def overlap (u v : n → ℂ) : ℂ := ∑ i, conj (u i) * v i

/-- Time reversal of a spatial orbital: complex conjugation of its coefficients. -/
def timeReversed (c : n → ℂ) : n → ℂ := fun i => conj (c i)
```

Thus `overlap (timeReversed c) c` is $T$. The integral tensor is postulated in the delta form above, not computed from orbitals.

```lean
/-- The two-electron integral (ij|kl) of a degenerate shell of real orbitals, with
(ii|ii) = J, and (ii|jj) = J - 2K and (ij|ij) = K for different orbitals. -/
def eri [DecidableEq n] (J K : ℝ) (i j k l : n) : ℂ :=
  (J - 2 * K) * ((if i = j then 1 else 0) * (if k = l then 1 else 0))
    + K * ((if i = k then 1 else 0) * (if j = l then 1 else 0)
      + (if i = l then 1 else 0) * (if j = k then 1 else 0))
```

The fourfold sum is complex-valued by type.

```lean
/-- The Coulomb repulsion between two electrons of opposite spin in the same orbital `c`. -/
def selfRepulsion [DecidableEq n] (J K : ℝ) (c : n → ℂ) : ℂ :=
  ∑ i, ∑ j, ∑ k, ∑ l, conj (c i) * c j * (conj (c k) * c l) * eri J K i j k l
```

## Contracting the integrals

The first auxiliary lemma takes a condition that does not involve the summation index out of a sum. The others give $|z|^2=z\bar z$, identify `overlap c c` with $N$, and show that exchanging the arguments of $T$ conjugates it.

```lean
private lemma sum_ite_const (p : Prop) [Decidable p] (f : n → ℂ) :
    (∑ x, if p then f x else 0) = if p then ∑ x, f x else 0 := by
  split_ifs <;> simp

private lemma nsq (z : ℂ) : (‖z‖ : ℂ) ^ 2 = z * conj z := by
  rw [Complex.mul_conj, Complex.normSq_eq_norm_sq, Complex.ofReal_pow]

private lemma overlap_self (c : n → ℂ) :
    overlap c c = ((∑ i, ‖c i‖ ^ 2 : ℝ) : ℂ) := by
  simp only [overlap, Complex.ofReal_sum, Complex.ofReal_pow, nsq]
  exact Finset.sum_congr rfl fun i _ => mul_comm _ _

private lemma overlap_reversed (c : n → ℂ) :
    overlap c (timeReversed c) = conj (overlap (timeReversed c) c) := by
  simp [overlap, timeReversed]
```

In the next proof `h1`, `h2` and `h3` are the three delta contractions, and `h` assembles them. The result is a real number, so taking `.re` later loses nothing.

```lean
/-- The self-repulsion of an orbital depends only on its norm and on its overlap with
its own time reverse. -/
theorem selfRepulsion_eq [DecidableEq n] (J K : ℝ) (c : n → ℂ) :
    selfRepulsion J K c = (((J - K) * (∑ i, ‖c i‖ ^ 2) ^ 2
      + K * ‖overlap (timeReversed c) c‖ ^ 2 : ℝ) : ℂ) := by
  -- the three contractions of the integral tensor
  have h1 : ∑ i, ∑ j, ∑ k, ∑ l, conj (c i) * c j * (conj (c k) * c l) *
      ((if i = j then 1 else 0) * (if k = l then 1 else 0)) = overlap c c * overlap c c := by
    simp only [mul_ite, mul_one, mul_zero, sum_ite_const, Finset.sum_ite_eq,
      Finset.mem_univ, if_true, overlap, Finset.sum_mul_sum]
  have h2 : ∑ i, ∑ j, ∑ k, ∑ l, conj (c i) * c j * (conj (c k) * c l) *
      ((if i = k then 1 else 0) * (if j = l then 1 else 0))
      = overlap c (timeReversed c) * overlap (timeReversed c) c := by
    simp only [mul_ite, mul_one, mul_zero, Finset.sum_ite_eq, Finset.mem_univ, if_true,
      overlap, timeReversed, Complex.conj_conj, Finset.sum_mul_sum]
    refine Finset.sum_congr rfl fun i _ => Finset.sum_congr rfl fun j _ => ?_
    ring
  have h3 : ∑ i, ∑ j, ∑ k, ∑ l, conj (c i) * c j * (conj (c k) * c l) *
      ((if i = l then 1 else 0) * (if j = k then 1 else 0)) = overlap c c * overlap c c := by
    simp only [mul_ite, mul_one, mul_zero, sum_ite_const, Finset.sum_ite_eq,
      Finset.mem_univ, if_true, overlap, Finset.sum_mul_sum]
    refine Finset.sum_congr rfl fun i _ => Finset.sum_congr rfl fun j _ => ?_
    ring
  have h : selfRepulsion J K c = (J - 2 * K) * (overlap c c * overlap c c)
      + K * (overlap c (timeReversed c) * overlap (timeReversed c) c
        + overlap c c * overlap c c) := by
    nth_rewrite 2 [← h3]
    rw [← h1, ← h2]
    simp only [selfRepulsion, eri, Finset.mul_sum, ← Finset.sum_add_distrib]
    refine Finset.sum_congr rfl fun i _ => Finset.sum_congr rfl fun j _ =>
      Finset.sum_congr rfl fun k _ => Finset.sum_congr rfl fun l _ => ?_
    ring
  rw [h, overlap_reversed, overlap_self]
  simp only [Complex.ofReal_add, Complex.ofReal_mul, Complex.ofReal_sub, Complex.ofReal_pow, nsq]
  ring
```

## Bounds for a shell of any size

The identity behind the upper bound is first expanded for an arbitrary number $t$ in `key`, then evaluated at $t=T$.

```lean
/-- For a normalised orbital, the squared distance between its time reverse and the projection
of that time reverse on the orbital is one minus the squared overlap of the two. -/
theorem reversal_deviation (c : n → ℂ) (hc : ∑ i, ‖c i‖ ^ 2 = 1) :
    ∑ i, ‖conj (c i) - conj (overlap (timeReversed c) c) * c i‖ ^ 2
      = 1 - ‖overlap (timeReversed c) c‖ ^ 2 := by
  have key : ∀ t : ℂ, ∑ i, (conj (c i) - conj t * c i) * conj (conj (c i) - conj t * c i)
      = overlap c c - t * overlap c (timeReversed c) - conj t * overlap (timeReversed c) c
        + conj t * t * overlap c c := by
    intro t
    simp only [overlap, timeReversed, Finset.mul_sum, ← Finset.sum_add_distrib,
      ← Finset.sum_sub_distrib]
    refine Finset.sum_congr rfl fun i _ => ?_
    simp only [map_sub, map_mul, Complex.conj_conj]
    ring
  have h1 : overlap c c = 1 := by rw [overlap_self, hc, Complex.ofReal_one]
  apply Complex.ofReal_injective
  simp only [Complex.ofReal_sum, Complex.ofReal_pow, Complex.ofReal_sub, Complex.ofReal_one, nsq]
  rw [key, overlap_reversed, h1]
  ring
```

The lower bound follows from $K|T|^2\ge0$; equality forces $T=0$ because $K\neq0$. In a shell with a single orbital $|T|=1$, so there the bound $J-K$ is never reached.

```lean
/-- For K > 0 and the integrals `eri J K`, with any number of orbitals in the shell, the
self-repulsion of a normalised orbital is at least J - K, with equality exactly when the orbital is
orthogonal to its time reverse. -/
theorem shell_minimum [DecidableEq n] (J K : ℝ) (hK : 0 < K) (c : n → ℂ)
    (hc : ∑ i, ‖c i‖ ^ 2 = 1) :
    J - K ≤ (selfRepulsion J K c).re ∧
      ((selfRepulsion J K c).re = J - K ↔ overlap (timeReversed c) c = 0) := by
  rw [selfRepulsion_eq, Complex.ofReal_re, hc]
  refine ⟨by nlinarith [mul_nonneg hK.le (sq_nonneg ‖overlap (timeReversed c) c‖)], ?_, ?_⟩
  · intro h
    have h0 : K * ‖overlap (timeReversed c) c‖ ^ 2 = 0 := by linarith
    exact norm_eq_zero.1 (pow_eq_zero_iff two_ne_zero |>.1
      ((mul_eq_zero.1 h0).resolve_left hK.ne'))
  · intro h
    rw [h, norm_zero]
    ring
```

For the maximum, the forward direction takes $u=\bar T$ and uses that a vanishing sum of squares vanishes term by term. The converse takes norms in $1=uT$.

```lean
/-- For K > 0 and the integrals `eri J K`, with any number of orbitals in the shell, the
self-repulsion of a normalised orbital is at most J, with equality exactly when the orbital equals
its time reverse up to a phase. -/
theorem shell_maximum [DecidableEq n] (J K : ℝ) (hK : 0 < K) (c : n → ℂ)
    (hc : ∑ i, ‖c i‖ ^ 2 = 1) :
    (selfRepulsion J K c).re ≤ J ∧
      ((selfRepulsion J K c).re = J ↔
        ∃ u : ℂ, ‖u‖ = 1 ∧ ∀ i, timeReversed c i = u * c i) := by
  have hd := reversal_deviation c hc
  have hs : 0 ≤ 1 - ‖overlap (timeReversed c) c‖ ^ 2 := by
    rw [← hd]
    exact Finset.sum_nonneg fun i _ => sq_nonneg _
  rw [selfRepulsion_eq, Complex.ofReal_re, hc]
  refine ⟨by nlinarith [mul_nonneg hK.le hs], ?_, ?_⟩
  · intro h
    have h0 : K * (1 - ‖overlap (timeReversed c) c‖ ^ 2) = 0 := by linarith
    have h1 := (mul_eq_zero.1 h0).resolve_left hK.ne'
    refine ⟨conj (overlap (timeReversed c) c), ?_, fun i => ?_⟩
    · rw [Complex.norm_conj]
      have hn := norm_nonneg (overlap (timeReversed c) c)
      have hf : (‖overlap (timeReversed c) c‖ - 1) * (‖overlap (timeReversed c) c‖ + 1) = 0 := by
        linarith
      rcases mul_eq_zero.1 hf with h | h <;> linarith
    · -- a vanishing sum of squares vanishes term by term
      rw [h1] at hd
      have hi := (Finset.sum_eq_zero_iff_of_nonneg (fun i _ => sq_nonneg _)).1 hd i
        (Finset.mem_univ i)
      exact sub_eq_zero.1 (norm_eq_zero.1 (pow_eq_zero_iff two_ne_zero |>.1 hi))
  · rintro ⟨u, hu, h⟩
    have h1 : overlap c c = u * overlap (timeReversed c) c := by
      simp only [overlap, Finset.mul_sum]
      refine Finset.sum_congr rfl fun i _ => ?_
      have hi := h i
      simp only [timeReversed, Complex.conj_conj] at hi ⊢
      rw [hi]
      ring
    rw [overlap_self, hc, Complex.ofReal_one] at h1
    have h2 := congrArg norm h1
    rw [norm_mul, hu, one_mul, norm_one] at h2
    rw [← h2]
    ring
```

## The two-orbital case

The vector `![a, b]` holds the amplitudes of $p_x$ and $p_y$. Expanding both sides in the real and imaginary parts of $a$ and $b$ confirms the explicit formula.

```lean
/-- The self-repulsion of the orbital a p_x + b p_y, written out in J, K and the amplitudes. -/
theorem selfRepulsion_pair (J K : ℝ) (a b : ℂ) :
    selfRepulsion J K ![a, b] = ((J * (‖a‖ ^ 4 + ‖b‖ ^ 4)
      + 2 * (J - 2 * K) * ‖a‖ ^ 2 * ‖b‖ ^ 2 + 4 * K * (conj a * b).re ^ 2 : ℝ) : ℂ) := by
  have h4 : ∀ z : ℂ, ‖z‖ ^ 4 = (‖z‖ ^ 2) ^ 2 := fun z => by ring
  have hT : overlap (timeReversed ![a, b]) ![a, b] = a * a + b * b := by
    simp [overlap, timeReversed, Fin.sum_univ_two]
  rw [selfRepulsion_eq, Complex.ofReal_inj, hT, h4 a, h4 b]
  simp only [Fin.sum_univ_two, Matrix.cons_val_zero, Matrix.cons_val_one,
    Complex.sq_norm, Complex.normSq_apply, Complex.add_re, Complex.add_im, Complex.mul_re,
    Complex.mul_im, Complex.conj_re, Complex.conj_im]
  ring
```

The last theorem applies `shell_minimum` and factorises $T$; a product is zero exactly when one factor is.

```lean
/-- For K > 0, a normalised orbital a p_x + b p_y has self-repulsion at least J - K, with equality
exactly for the complex combinations b = i a and b = -i a. -/
theorem complex_p_orbital_minimum (J K : ℝ) (hK : 0 < K) (a b : ℂ)
    (hab : ‖a‖ ^ 2 + ‖b‖ ^ 2 = 1) :
    J - K ≤ (selfRepulsion J K ![a, b]).re ∧
      ((selfRepulsion J K ![a, b]).re = J - K ↔
        b = Complex.I * a ∨ b = -Complex.I * a) := by
  have hc : ∑ i, ‖(![a, b] : Fin 2 → ℂ) i‖ ^ 2 = 1 := by
    simpa [Fin.sum_univ_two] using hab
  have hT : overlap (timeReversed ![a, b]) ![a, b]
      = (b - Complex.I * a) * (b - -Complex.I * a) := by
    have h : overlap (timeReversed ![a, b]) ![a, b] = a * a + b * b := by
      simp [overlap, timeReversed, Fin.sum_univ_two]
    rw [h]
    linear_combination a ^ 2 * Complex.I_sq
  obtain ⟨hle, heq⟩ := shell_minimum J K hK ![a, b] hc
  refine ⟨hle, ?_⟩
  rw [heq, hT, mul_eq_zero, sub_eq_zero, sub_eq_zero]

end

end ComplexOrbitalRepulsion
```

```lean
#print axioms ComplexOrbitalRepulsion.shell_maximum
#print axioms ComplexOrbitalRepulsion.selfRepulsion_pair
#print axioms ComplexOrbitalRepulsion.complex_p_orbital_minimum
```

```
'ComplexOrbitalRepulsion.shell_maximum' depends on axioms: [propext, Classical.choice, Quot.sound]
'ComplexOrbitalRepulsion.selfRepulsion_pair' depends on axioms: [propext, Classical.choice, Quot.sound]
'ComplexOrbitalRepulsion.complex_p_orbital_minimum' depends on axioms: [propext, Classical.choice, Quot.sound]
```

For one doubly occupied orbital in an isolated shell of this kind with at least two orbitals, a closed-shell Hartree–Fock calculation restricted to real orbitals therefore lies $K$ above the closed-shell minimum over complex orbitals, as long as the orbital is varied only within the shell. The theorems do not compare this configuration with open-shell ones, include no other electrons, and do not cover d shells, whose integrals need more than two parameters.
